# Cold smearing can give one electron number at least three Fermi levels when the gap is large

A band-structure program finds the Fermi level by adjusting it until the occupations add up to the required number of electrons. If that number is assumed to fix the Fermi level in a calculation with cold smearing, an insulator with a few extra electrons can come out wrong: the search may stop near the valence band, with the extra electrons crowded into valence levels that are already full and the conduction band empty. With cold smearing, the electron count is not monotonic in the Fermi level, and several solutions can exist.

## Three crossings from an occupation that exceeds one

Measure energies in units of the smearing width. A level lying $x$ below the Fermi level has occupation

$$F(x)=\int_{-\infty}^{x}\delta(t)\,dt,\qquad \delta(t)=\frac{(2-\sqrt2\,t)\,e^{-(t-1/\sqrt2)^2}}{\sqrt\pi}.$$

Put $u=t-1/\sqrt2$. Then $2-\sqrt2\,t=1-\sqrt2\,u$, and

$$\int\delta\,dt=\frac1{\sqrt\pi}\int e^{-u^2}du-\frac{\sqrt2}{\sqrt\pi}\int u\,e^{-u^2}du=1-0=1.$$

So $F$ tends to 0 on the left and to 1 on the right. Its slope $F'=\delta$ is negative for $x>\sqrt2$, so beyond $\sqrt2$ it falls strictly towards 1. Hence $F(x)>1$ for all $x\ge\sqrt2$.

Now take $k$ valence levels $v_i$ and finitely many conduction levels $D+w_j$. Write $N_v(\mu)=\sum_i F(\mu-v_i)$, and $N_w$ likewise. The electron count at Fermi level $\mu$ is

$$G_D(\mu)=N_v(\mu)+N_w(\mu-D).$$

Suppose that $k<c<N_v(a)$ for some $a$, and $c<k+N_w(b)$ for some $b$. The first inequality says that there are more electrons than valence levels; the other two say that over-occupation of the valence levels, or filling of the conduction levels, can absorb the excess. As $D\to\infty$,

$$\begin{aligned}
G_D(a)&\to N_v(a)>c,\\
G_D(D/2)&\to k<c,\\
G_D(D+b)&\to k+N_w(b)>c.
\end{aligned}$$

For fixed $D$, $G_D(\mu)\to0<c$ as $\mu\to-\infty$. Once $D$ is large enough, also $a<D/2<D+b$. The continuous function $G_D$ therefore crosses $c$ below $a$, between $a$ and $D/2$, and between $D/2$ and $D+b$.

The smallest case has one level on each side, $v=w=0$ and $a=b=\sqrt2$. The conditions reduce to $1<c<F(\sqrt2)$, where

$$F(\sqrt2)=\tfrac12\bigl(1+\operatorname{erf}(1/\sqrt2)\bigr)+\frac{e^{-1/2}}{\sqrt{2\pi}}\approx1.083.$$

The remaining condition, $c<1+F(\sqrt2)$, then holds automatically.

## Bisection in a doped insulator

Take 100 equally weighted points in the Brillouin zone, one flat valence band at energy 0, one flat conduction band at a large $D$, and 0.05 extra electrons per cell, ignoring spin. Then $c=105$ for 100 valence levels. A bisection midpoint in the middle of the gap gives a count near 100, so the search moves up and ends near the conduction band, where the five extra electrons belong. A midpoint at $\mu=\sqrt2$ gives about 108.3, so the search moves down and ends where every valence level holds about 1.05 electrons. The starting interval decides which Fermi level is returned.

## Occupations and electron counts in Lean

```lean
import Mathlib

open Filter Topology MeasureTheory Set

namespace ColdSmearingFermiLevel

noncomputable section
```

The smeared delta function is defined by its explicit formula.

```lean
/-- The cold-smearing approximation to the delta function, in units of the smearing width. -/
def coldDelta (t : ℝ) : ℝ :=
  (2 - √2 * t) * Real.exp (-(t - 1 / √2) ^ 2) / √Real.pi
```

`coldOcc` is $F$. Its argument is the Fermi level minus the level energy, so positive values belong to levels below the Fermi level.

```lean
/-- The cold-smearing occupation of a level lying `x` below the Fermi level. -/
def coldOcc (x : ℝ) : ℝ := ∫ t in Iio x, coldDelta t
```

`electrons e μ` is the count for a finite family of levels, each holding one electron when full.

```lean
/-- The number of electrons held by the levels `e i` at Fermi level `μ`. -/
def electrons {ι : Type*} [Fintype ι] (e : ι → ℝ) (μ : ℝ) : ℝ :=
  ∑ i, coldOcc (μ - e i)
```

`gappedElectrons v w D μ` is $G_D(\mu)$. The letter `D` denotes the rigid shift of the conduction levels; the gap itself is $D+\min_j w_j-\max_i v_i$ when both families are nonempty and this is positive.

```lean
/-- The number of electrons at Fermi level `μ` in a system with valence levels `v i` and
conduction levels `D + w j`. -/
def gappedElectrons {ι κ : Type*} [Fintype ι] [Fintype κ]
    (v : ι → ℝ) (w : κ → ℝ) (D μ : ℝ) : ℝ :=
  electrons v μ + electrons w (μ - D)
```

## Weight, slope and limits of the occupation

The normalisation proof follows the substitution above: `hs` rewrites the function around $1/\sqrt2$, and `hodd` removes the odd term by reflecting $u\to-u$.

```lean
/-- The cold-smearing delta function is integrable and has total weight one. -/
theorem coldDelta_normalised : Integrable coldDelta ∧ ∫ t, coldDelta t = 1 := by
  let h : ℝ → ℝ := fun u =>
    Real.exp (-1 * u ^ 2) / √Real.pi - √2 / √Real.pi * (u * Real.exp (-1 * u ^ 2))
  -- centred at 1/√2, the function is a Gaussian minus an odd function
  have hs : coldDelta = fun t => h (t - 1 / √2) := by
    funext t
    have h2 : √2 * (1 / √2) = 1 := mul_one_div_cancel (by positivity)
    simp only [coldDelta, h, neg_one_mul]
    generalize 1 / √2 = s at h2 ⊢
    linear_combination (-(Real.exp (-(t - s) ^ 2) / √Real.pi)) * h2
  have i1 : Integrable (fun u : ℝ => Real.exp (-1 * u ^ 2) / √Real.pi) :=
    (integrable_exp_neg_mul_sq one_pos).div_const _
  have i2 : Integrable (fun u : ℝ => √2 / √Real.pi * (u * Real.exp (-1 * u ^ 2))) :=
    (integrable_mul_exp_neg_mul_sq one_pos).const_mul _
  have hodd : ∫ u : ℝ, u * Real.exp (-1 * u ^ 2) = 0 := by
    have h1 := integral_neg_eq_self (fun u : ℝ => u * Real.exp (-1 * u ^ 2)) volume
    simp only [neg_sq, neg_mul, integral_neg] at h1 ⊢
    linarith
  have hi : Integrable h := i1.sub i2
  rw [hs]
  refine ⟨hi.comp_sub_right _, ?_⟩
  rw [integral_sub_right_eq_self h (1 / √2)]
  have hp : √Real.pi ≠ 0 := (Real.sqrt_pos.2 Real.pi_pos).ne'
  calc ∫ u, h u = (∫ u : ℝ, Real.exp (-1 * u ^ 2) / √Real.pi)
        - ∫ u : ℝ, √2 / √Real.pi * (u * Real.exp (-1 * u ^ 2)) := integral_sub i1 i2
    _ = 1 := by
      rw [integral_div, integral_const_mul, hodd, integral_gaussian, div_one, mul_zero,
        sub_zero, div_self hp]
```

Writing $F$ as a constant plus an integral from 0 to $x$ prepares it for the fundamental theorem of calculus.

```lean
/-- The occupation at `x` is the occupation at zero plus the oriented integral of the smeared delta
function from zero to `x`. -/
theorem coldOcc_eq (x : ℝ) : coldOcc x = coldOcc 0 + ∫ t in (0 : ℝ)..x, coldDelta t := by
  have hi := coldDelta_normalised.1
  have h := intervalIntegral.integral_Iic_sub_Iic
    (hi.integrableOn (s := Iic 0)) (hi.integrableOn (s := Iic x))
  rw [integral_Iic_eq_integral_Iio, integral_Iic_eq_integral_Iio] at h
  unfold coldOcc
  linarith
```

That theorem, with the continuity of $\delta$, gives $F'=\delta$.

```lean
/-- The slope of the occupation is the smeared delta function. -/
theorem coldOcc_hasDerivAt (x : ℝ) : HasDerivAt coldOcc (coldDelta x) x := by
  have hc : Continuous coldDelta := by
    unfold coldDelta
    fun_prop
  rw [funext coldOcc_eq]
  exact (hc.integral_hasStrictDerivAt 0 x).hasDerivAt.const_add _
```

The two limits come from letting the endpoint of the same integral run to $\mp\infty$; the upper one uses the total weight 1.

```lean
/-- The occupation tends to zero as a level moves ever further above the Fermi level, and to one as
it moves ever further below. -/
theorem coldOcc_limits : Tendsto coldOcc atBot (𝓝 0) ∧ Tendsto coldOcc atTop (𝓝 1) := by
  obtain ⟨hi, h1⟩ := coldDelta_normalised
  have h0 : coldOcc 0 = ∫ t in Iic (0 : ℝ), coldDelta t :=
    integral_Iic_eq_integral_Iio.symm
  rw [funext coldOcc_eq]
  constructor
  · have h := (intervalIntegral_tendsto_integral_Iic (0 : ℝ)
      (hi.integrableOn (s := Iic 0)) tendsto_id).neg.const_add (coldOcc 0)
    rw [← h0, add_neg_cancel] at h
    refine h.congr fun x => ?_
    rw [intervalIntegral.integral_symm x 0]
    rfl
  · have h := (intervalIntegral_tendsto_integral_Ioi (0 : ℝ)
      (hi.integrableOn (s := Ioi 0)) tendsto_id).const_add (coldOcc 0)
    have hsum := intervalIntegral.integral_Iic_add_Ioi
      (hi.integrableOn (s := Iic 0)) (hi.integrableOn (s := Ioi 0))
    rw [h0, hsum, h1, ← h0] at h
    exact h
```

Summing over levels gives the limits of the electron count, 0 and the number of levels.

```lean
/-- As the Fermi level runs from minus to plus infinity, the electron number of finitely many
levels goes from zero to the number of levels. -/
theorem electrons_limits {ι : Type*} [Fintype ι] (e : ι → ℝ) :
    Tendsto (electrons e) atBot (𝓝 0) ∧
      Tendsto (electrons e) atTop (𝓝 (Fintype.card ι : ℝ)) := by
  constructor
  · have h : Tendsto (electrons e) atBot (𝓝 (∑ _i : ι, (0 : ℝ))) :=
      tendsto_finsetSum _ fun i _ => coldOcc_limits.1.comp
        (tendsto_atBot_add_const_right _ (-e i) tendsto_id)
    simpa using h
  · have h : Tendsto (electrons e) atTop (𝓝 (∑ _i : ι, (1 : ℝ))) :=
      tendsto_finsetSum _ fun i _ => coldOcc_limits.2.comp
        (tendsto_atTop_add_const_right _ (-e i) tendsto_id)
    simpa using h
```

## More electrons than levels

The next theorem says that a nonempty set of levels holds more electrons than it has levels when $\mu$ is at least $\sqrt2$ above all of them. In the proof, `hanti` is the strict decrease beyond $\sqrt2$, obtained from the sign of the slope. `hone` compares $F(x)$ with $F(x+1)$, which is at least the limit 1, and so gets the strict inequality $F(x)>1$.

```lean
/-- A nonempty finite set of levels holds more electrons than it has levels whenever the Fermi
level is at least `√2` smearing widths above all of them. -/
theorem electrons_overshoot {ι : Type*} [Fintype ι] [Nonempty ι] (e : ι → ℝ) {μ : ℝ}
    (h : ∀ i, e i + √2 ≤ μ) : (Fintype.card ι : ℝ) < electrons e μ := by
  -- beyond √2 the occupation falls strictly towards its limit one
  have hanti : StrictAntiOn coldOcc (Ici √2) := by
    refine strictAntiOn_of_deriv_neg (convex_Ici _)
      (fun x _ => (coldOcc_hasDerivAt x).continuousAt.continuousWithinAt) fun x hx => ?_
    rw [interior_Ici, mem_Ioi] at hx
    rw [(coldOcc_hasDerivAt x).deriv]
    have hs : √2 * √2 = (2 : ℝ) := Real.mul_self_sqrt (by norm_num)
    have hp : (0 : ℝ) < √2 := by positivity
    have hneg : 2 - √2 * x < 0 := by nlinarith [mul_pos hp (sub_pos.2 hx)]
    exact div_neg_of_neg_of_pos (mul_neg_of_neg_of_pos hneg (Real.exp_pos _))
      (Real.sqrt_pos.2 Real.pi_pos)
  have hone : ∀ x, √2 ≤ x → 1 < coldOcc x := fun x hx => by
    have hx1 : √2 ≤ x + 1 := by linarith
    have hle : 1 ≤ coldOcc (x + 1) := le_of_tendsto coldOcc_limits.2
      ((eventually_ge_atTop (x + 1)).mono fun y hy =>
        hanti.antitoneOn hx1 (hx1.trans hy) hy)
    exact hle.trans_lt (hanti hx hx1 (by linarith))
  have hsum : ∑ _i : ι, (1 : ℝ) < electrons e μ :=
    Finset.sum_lt_sum_of_nonempty Finset.univ_nonempty
      fun i _ => hone _ (by linarith [h i])
  simpa using hsum
```

Applied to nonempty valence and conduction sets, this supplies an $a$ and a $b$ for which some $c$ slightly above $k$ meets the conditions of the main theorem.

## Three Fermi levels for finitely many levels

In the main theorem, `Fintype.card ι` is $k$, and `∀ᶠ D in atTop` means "for all $D$ beyond some threshold". The conclusion places the three Fermi levels in separate intervals, so they are distinct.

The limits `t1`, `t2` and `t3` are the three displayed above, and `t0` is the one far below all levels. `filter_upwards` selects the values of $D$ for which all the inequalities hold together, and the intermediate value theorem is then applied three times.

```lean
/-- Let `c` exceed the number of valence levels, but stay below the valence electron number at
some `a` and below the number of valence levels plus the electron number of the levels `w` at
some `b`. Then for every sufficiently large `D` at least three Fermi levels give `c` electrons. -/
theorem three_fermi_levels {ι κ : Type*} [Fintype ι] [Fintype κ] (v : ι → ℝ) (w : κ → ℝ)
    {a b c : ℝ} (hc : (Fintype.card ι : ℝ) < c) (ha : c < electrons v a)
    (hb : c < Fintype.card ι + electrons w b) :
    ∀ᶠ D in atTop, ∃ μ₁ μ₂ μ₃, (μ₁ < a ∧ a < μ₂ ∧ μ₂ < D / 2 ∧ D / 2 < μ₃ ∧ μ₃ < D + b) ∧
      gappedElectrons v w D μ₁ = c ∧ gappedElectrons v w D μ₂ = c ∧
      gappedElectrons v w D μ₃ = c := by
  have hF : Continuous coldOcc :=
    continuous_iff_continuousAt.2 fun x => (coldOcc_hasDerivAt x).continuousAt
  have hv : Continuous (electrons v) :=
    continuous_finsetSum _ fun i _ => hF.comp (continuous_id.sub continuous_const)
  have hw : Continuous (electrons w) :=
    continuous_finsetSum _ fun i _ => hF.comp (continuous_id.sub continuous_const)
  have hhalf : Tendsto (fun D : ℝ => D / 2) atTop atTop :=
    tendsto_id.atTop_div_const two_pos
  -- limits of the electron numbers at `a`, `D / 2` and `D + b` as `D` grows
  have t1 : Tendsto (fun D => gappedElectrons v w D a) atTop (𝓝 (electrons v a + 0)) :=
    ((electrons_limits w).1.comp
      (tendsto_atBot_add_const_left _ a tendsto_neg_atTop_atBot)).const_add _
  have t2 : Tendsto (fun D => gappedElectrons v w D (D / 2)) atTop
      (𝓝 ((Fintype.card ι : ℝ) + 0)) := by
    refine (((electrons_limits v).2.comp hhalf).add
      ((electrons_limits w).1.comp (tendsto_neg_atTop_atBot.comp hhalf))).congr fun D => ?_
    have hD : D / 2 - D = -(D / 2) := by ring
    simp only [gappedElectrons, Function.comp_apply, hD]
  have t3 : Tendsto (fun D => gappedElectrons v w D (D + b)) atTop
      (𝓝 ((Fintype.card ι : ℝ) + electrons w b)) := by
    refine (((electrons_limits v).2.comp
      (tendsto_atTop_add_const_right _ b tendsto_id)).add_const (electrons w b)).congr
      fun D => ?_
    simp only [gappedElectrons, Function.comp_apply, id_eq, add_sub_cancel_left]
  rw [add_zero] at t1 t2
  filter_upwards [t1.eventually_const_lt ha, t2.eventually_lt_const hc,
    t3.eventually_const_lt hb, eventually_gt_atTop (2 * a), eventually_gt_atTop (-2 * b)]
    with D h1 h2 h3 h4 h5
  have hg : Continuous (gappedElectrons v w D) :=
    hv.add (hw.comp (continuous_id.sub continuous_const))
  have t0 : Tendsto (gappedElectrons v w D) atBot (𝓝 (0 + 0)) :=
    (electrons_limits v).1.add ((electrons_limits w).1.comp
      (tendsto_atBot_add_const_right _ (-D) tendsto_id))
  have hc0 : (0 : ℝ) + 0 < c := by
    have hk : (0 : ℝ) ≤ Fintype.card ι := Nat.cast_nonneg _
    linarith
  obtain ⟨m, hm, hma⟩ := ((t0.eventually_lt_const hc0).and (eventually_lt_atBot a)).exists
  -- three sign changes give three roots
  obtain ⟨μ₁, m1, e1⟩ := intermediate_value_Ioo hma.le hg.continuousOn ⟨hm, h1⟩
  obtain ⟨μ₂, m2, e2⟩ := intermediate_value_Ioo' (by linarith : a ≤ D / 2)
    hg.continuousOn ⟨h2, h1⟩
  obtain ⟨μ₃, m3, e3⟩ := intermediate_value_Ioo (by linarith : D / 2 ≤ D + b)
    hg.continuousOn ⟨h2, h3⟩
  exact ⟨μ₁, μ₂, μ₃, ⟨m1.2, m2.1, m2.2, m3.1, m3.2⟩, e1, e2, e3⟩
```

For density-functional calculations this shows that an electron number need not determine the cold-smearing Fermi level, for finitely many fixed, equally weighted levels. No threshold for $D$ is given, so applying the theorem to a particular material requires a separate check that its gap is large enough compared with the smearing width.

The two-level statement follows by taking each family to be a single level at energy zero, indexed by `Unit`.

```lean
/-- Two levels a distance `D` apart, filled with `c` electrons where `1 < c < F(√2)` and `F` is
the cold-smearing occupation, have at least three Fermi levels once `D` is large enough. -/
theorem two_level_three_fermi_levels {c : ℝ} (h1 : 1 < c) (h2 : c < coldOcc √2) :
    ∀ᶠ D in atTop, ∃ μ₁ μ₂ μ₃, μ₁ < μ₂ ∧ μ₂ < μ₃ ∧ coldOcc μ₁ + coldOcc (μ₁ - D) = c ∧
      coldOcc μ₂ + coldOcc (μ₂ - D) = c ∧ coldOcc μ₃ + coldOcc (μ₃ - D) = c := by
  have he : ∀ μ, electrons (fun _ : Unit => (0 : ℝ)) μ = coldOcc μ := fun μ => by
    simp [electrons]
  have h := three_fermi_levels (fun _ : Unit => (0 : ℝ)) (fun _ : Unit => (0 : ℝ))
    (a := √2) (b := √2) (c := c) (by simpa using h1) (by rw [he]; exact h2)
    (by rw [he, Fintype.card_unit, Nat.cast_one]; linarith)
  filter_upwards [h] with D hD
  obtain ⟨μ₁, μ₂, μ₃, ⟨a1, a2, a3, a4, _⟩, e1, e2, e3⟩ := hD
  simp only [gappedElectrons, he] at e1 e2 e3
  exact ⟨μ₁, μ₂, μ₃, a1.trans a2, a3.trans a4, e1, e2, e3⟩

end

end ColdSmearingFermiLevel
```

```lean
#print axioms ColdSmearingFermiLevel.electrons_overshoot
#print axioms ColdSmearingFermiLevel.two_level_three_fermi_levels
```

```
'ColdSmearingFermiLevel.electrons_overshoot' depends on axioms: [propext, Classical.choice, Quot.sound]
'ColdSmearingFermiLevel.two_level_three_fermi_levels' depends on axioms: [propext, Classical.choice, Quot.sound]
```
